# A rotation-equivariant force with nonzero work around a closed loop

For $x,a,b\in\mathbb R^3$, the force
$$F(x;a,b)=\|x-b\|^2(x-a)$$
is equivariant under rigid motions applied jointly to $x,a,b$. With $a=0$ and $b=e_1$ held fixed, its work around the counterclockwise unit square in the $xy$-plane is $-1$, so it is not the gradient of any differentiable energy, and in particular of no continuously differentiable one. In $\mathbb R^3$ an energy exists exactly when $a=b$.

For neural interatomic potentials, this one-particle model with two fixed, distinguishable reference atoms shows that equivariance of a predicted force does not imply energy conservation.

## Force, work and energy

The general steps are stated in a real inner product space `E`, assumed complete where gradients are used; the final results are for $\mathbb R^3$.

```lean
import Mathlib

open scoped InnerProductSpace

namespace EquivariantNonconservativeForce

noncomputable section

variable {E : Type*} [NormedAddCommGroup E] [InnerProductSpace ℝ E]
```

The particle sits at $x$ and the reference atoms at $a$ and $b$. Units are suppressed, and the polynomial force has no cutoff.

```lean
/-- The force on a particle at `x` due to two reference atoms at `a` and `b`:
the vector `x - a` weighted by the squared distance from `x` to `b`. -/
def pairForce (x a b : E) : E := ‖x - b‖ ^ 2 • (x - a)
```

The work along the straight segment from $p$ to $q$ is
$$W(p,q)=\int_0^1 F(p+t(q-p))\cdot(q-p)\,dt.$$

```lean
/-- Work done by the force field `F` along the straight segment from `p` to `q`. -/
def segWork (F : E → E) (p q : E) : ℝ :=
  ∫ t in (0 : ℝ)..1, ⟪F (p + t • (q - p)), q - p⟫_ℝ
```

Loop work adds four directed edges, starting from an arbitrary corner $a$, which here need not be a reference atom. The order $a\to a+u\to a+u+v\to a+v\to a$ fixes the sign.

```lean
/-- Work done by `F` around the parallelogram `a → a + u → a + u + v → a + v → a`. -/
def loopWork (F : E → E) (a u v : E) : ℝ :=
  segWork F a (a + u) + segWork F (a + u) (a + u + v)
    + segWork F (a + u + v) (a + v) + segWork F (a + v) a
```

Conservative means $F=-\nabla U$ at every point, with the gradient taken in $x$ alone. `HasGradientAt` requires $U$ to be differentiable, but not continuously so.

```lean
/-- A force field is conservative if it is minus the gradient of some energy `U`. -/
def IsConservative [CompleteSpace E] (F : E → E) : Prop :=
  ∃ U : E → ℝ, ∀ x, HasGradientAt U (-F x) x
```

The definition could instead have asked for a symmetric Jacobian, which in $\mathbb R^3$ means zero curl. Here $\nabla\times F=2(x-b)\times(x-a)$. That test is local and needs a differentiable force; loop work needs only a continuous one and gives the energy gained per cycle.

## Equivariance under rigid motions

Let $R$ be a linear isometry of the space onto itself, reflections included, and $t$ a translation. Since $(Ry+t)-(Rz+t)=R(y-z)$ and $\|R(x-b)\|=\|x-b\|$,
$$F(Rx+t;Ra+t,Rb+t)=\|x-b\|^2R(x-a)=R\,F(x;a,b).$$
The auxiliary statement `h` is the cancellation of translations.

```lean
/-- Moving all three positions by a rigid motion `x ↦ R x + t` applies `R` to the force. -/
theorem pairForce_equivariant (R : E ≃ₗᵢ[ℝ] E) (t x a b : E) :
    pairForce (R x + t) (R a + t) (R b + t) = R (pairForce x a b) := by
  have h : ∀ y z : E, R y + t - (R z + t) = R (y - z) := by
    intro y z
    rw [map_sub]
    abel
  unfold pairForce
  rw [h, h, LinearIsometryEquiv.norm_map, map_smul]
```

## An energy forces zero loop work

If $F=-\nabla U$, the chain rule gives
$$\frac{d}{dt}\bigl[-U(p+t(q-p))\bigr]=F(p+t(q-p))\cdot(q-p).$$
For continuous $F$, integrating yields $W(p,q)=U(p)-U(q)$. In the proof, `hline` differentiates the path, `hd` is the chain rule, and `key` is the fundamental theorem of calculus.

```lean
/-- The work of a continuous force with energy `U` along a segment is the drop in energy. -/
theorem segWork_eq_energy_drop [CompleteSpace E] {F : E → E} (hF : Continuous F)
    {U : E → ℝ} (hU : ∀ x, HasGradientAt U (-F x) x) (p q : E) :
    segWork F p q = U p - U q := by
  have hd : ∀ t : ℝ, HasDerivAt (fun s : ℝ => -U (p + s • (q - p)))
      ⟪F (p + t • (q - p)), q - p⟫_ℝ t := by
    intro t
    have hline : HasDerivAt (fun s : ℝ => p + s • (q - p)) (q - p) t := by
      have h := ((hasDerivAt_id' t).smul_const (q - p)).const_add p
      rw [one_smul] at h
      exact h
    -- chain rule along the segment
    have h := (hU (p + t • (q - p))).hasFDerivAt.comp_hasDerivAt t hline
    refine h.neg.congr_deriv ?_
    simp [inner_sub_right]
  have hint : IntervalIntegrable (fun t : ℝ => ⟪F (p + t • (q - p)), q - p⟫_ℝ)
      MeasureTheory.volume 0 1 := Continuous.intervalIntegrable (by fun_prop) 0 1
  have key := intervalIntegral.integral_eq_sub_of_hasDerivAt (fun t _ => hd t) hint
  unfold segWork
  rw [key]
  simp only [one_smul, zero_smul, add_zero, add_sub_cancel]
  ring
```

Around the parallelogram, each corner energy appears once with each sign, so the sum vanishes.

```lean
/-- A continuous conservative force does no work around a parallelogram. -/
theorem loopWork_eq_zero [CompleteSpace E] {F : E → E} (hF : Continuous F)
    (hc : IsConservative F) (a u v : E) : loopWork F a u v = 0 := by
  obtain ⟨U, hU⟩ := hc
  simp only [loopWork, segWork_eq_energy_drop hF hU]
  ring
```

## Work around a rectangle

On a straight edge from $p$ to $q$, the squared distance to $b$ is a quadratic $A+Bt+Ct^2$ in the path parameter and $(x-a)\cdot(q-p)$ is a linear function $D+Ct$, with the same leading coefficient $C=\|q-p\|^2$. Their product is
$$AD+(AC+BD)t+(BC+CD)t^2+C^2t^3,$$
which is integrated through an explicit antiderivative.

```lean
/-- The integral over the unit interval of `A + B t + C t²` times `D + C t`, two polynomials with
the same leading coefficient `C`. -/
lemma integral_quad_lin (A B C D : ℝ) :
    ∫ t in (0 : ℝ)..1, (A + B * t + C * t ^ 2) * (D + C * t)
      = A * D + (A * C + B * D) / 2 + (B * C + C * D) / 3 + C ^ 2 / 4 := by
  have hd : ∀ x : ℝ, HasDerivAt (fun t : ℝ => A * D * t + (A * C + B * D) / 2 * t ^ 2
      + (B * C + C * D) / 3 * t ^ 3 + C ^ 2 / 4 * t ^ 4)
      ((A + B * x + C * x ^ 2) * (D + C * x)) x := by
    intro x
    have h1 := (hasDerivAt_id' x).const_mul (A * D)
    have h2 := (hasDerivAt_pow 2 x).const_mul ((A * C + B * D) / 2)
    have h3 := (hasDerivAt_pow 3 x).const_mul ((B * C + C * D) / 3)
    have h4 := (hasDerivAt_pow 4 x).const_mul (C ^ 2 / 4)
    refine (((h1.fun_add h2).fun_add h3).fun_add h4).congr_deriv ?_
    push_cast
    ring
  rw [intervalIntegral.integral_eq_sub_of_hasDerivAt (fun t _ => hd t)
    (Continuous.intervalIntegrable (by fun_prop) 0 1)]
  ring
```

Put $b=a+u$ with $u\cdot v=0$. Take an edge from $p=a+su+tv$ to $q=a+s'u+t'v$, with displacement $d=q-p$ and path parameter $r$. Then
$$\|x-b\|^2=A+Br+Cr^2,\qquad (x-a)\cdot d=D+Cr,$$
where $A=\|p-b\|^2$, $B=2(p-b)\cdot d$, $C=\|d\|^2$ and $D=(p-a)\cdot d$. The proof writes these in components along $u$ and $v$; orthogonality removes the cross terms.

```lean
/-- Work of the force along a segment in the plane through `a` spanned by orthogonal
vectors `u` and `v`, when the second atom sits at `a + u`. -/
lemma segWork_pairForce {u v : E} (h : ⟪u, v⟫_ℝ = 0) (a : E) (s t s' t' : ℝ) :
    segWork (fun x => pairForce x a (a + u)) (a + s • u + t • v) (a + s' • u + t' • v)
      = let A := (s - 1) ^ 2 * ‖u‖ ^ 2 + t ^ 2 * ‖v‖ ^ 2
        let B := 2 * ((s - 1) * (s' - s) * ‖u‖ ^ 2 + t * (t' - t) * ‖v‖ ^ 2)
        let C := (s' - s) ^ 2 * ‖u‖ ^ 2 + (t' - t) ^ 2 * ‖v‖ ^ 2
        let D := s * (s' - s) * ‖u‖ ^ 2 + t * (t' - t) * ‖v‖ ^ 2
        A * D + (A * C + B * D) / 2 + (B * C + C * D) / 3 + C ^ 2 / 4 := by
  refine Eq.trans ?_ (integral_quad_lin
    ((s - 1) ^ 2 * ‖u‖ ^ 2 + t ^ 2 * ‖v‖ ^ 2)
    (2 * ((s - 1) * (s' - s) * ‖u‖ ^ 2 + t * (t' - t) * ‖v‖ ^ 2))
    ((s' - s) ^ 2 * ‖u‖ ^ 2 + (t' - t) ^ 2 * ‖v‖ ^ 2)
    (s * (s' - s) * ‖u‖ ^ 2 + t * (t' - t) * ‖v‖ ^ 2))
  unfold segWork
  refine intervalIntegral.integral_congr (fun r _ => ?_)
  have h' : ⟪v, u⟫_ℝ = 0 := by rw [real_inner_comm]; exact h
  have e0 : a + s' • u + t' • v - (a + s • u + t • v)
      = (s' - s) • u + (t' - t) • v := by module
  have e1 : a + s • u + t • v + r • ((s' - s) • u + (t' - t) • v) - (a + u)
      = (s + r * (s' - s) - 1) • u + (t + r * (t' - t)) • v := by module
  have e2 : a + s • u + t • v + r • ((s' - s) • u + (t' - t) • v) - a
      = (s + r * (s' - s)) • u + (t + r * (t' - t)) • v := by module
  simp only [pairForce, e0]
  rw [e1, e2, ← real_inner_self_eq_norm_sq
    ((s + r * (s' - s) - 1) • u + (t + r * (t' - t)) • v)]
  simp only [inner_add_left, inner_add_right, real_inner_smul_left, real_inner_smul_right,
    h, h', real_inner_self_eq_norm_sq, norm_smul, mul_pow, Real.norm_eq_abs, sq_abs]
  ring
```

With $\alpha=\|u\|^2$ and $\beta=\|v\|^2$, the four edges contribute, in order,
$$\frac{\alpha^2}{12},\quad \frac{\beta^2}{4},\quad -\frac{\alpha^2}{12}-\frac{\alpha\beta}{2},\quad -\frac{\alpha\beta}{2}-\frac{\beta^2}{4}.$$
Their sum is $-\alpha\beta$. `E1` to `E4` are these edges.

```lean
/-- Around a rectangle with sides `u` and `v` that starts at the first atom and has the
second atom at the corner `a + u`, the work is `-‖u‖² ‖v‖²`. -/
theorem loopWork_pairForce {u v : E} (h : ⟪u, v⟫_ℝ = 0) (a : E) :
    loopWork (fun x => pairForce x a (a + u)) a u v = -(‖u‖ ^ 2 * ‖v‖ ^ 2) := by
  have E1 := segWork_pairForce h a 0 0 1 0
  have E2 := segWork_pairForce h a 1 0 1 1
  have E3 := segWork_pairForce h a 1 1 0 1
  have E4 := segWork_pairForce h a 0 1 0 0
  simp only [zero_smul, one_smul, add_zero] at E1 E2 E3 E4
  unfold loopWork
  rw [E1, E2, E3, E4]
  ring
```

For $a=0$, $u=e_1$, $v=e_2$, both lengths are one and the work is $-1$. Lean numbers the coordinates from zero, so $e_1$ is `EuclideanSpace.single 0 1`.

```lean
/-- With atoms at the origin and at `e₁`, the work around the counterclockwise unit square
in the xy-plane is `-1`. -/
theorem unit_square_work :
    loopWork (fun x => pairForce x 0 (EuclideanSpace.single (0 : Fin 3) (1 : ℝ))) 0
      (EuclideanSpace.single 0 1) (EuclideanSpace.single 1 1) = -1 := by
  have h : ⟪EuclideanSpace.single (0 : Fin 3) (1 : ℝ),
      EuclideanSpace.single (1 : Fin 3) (1 : ℝ)⟫_ℝ = 0 := by
    simp [EuclideanSpace.inner_single_left]
  have key := loopWork_pairForce h 0
  rw [zero_add] at key
  rw [key]
  simp
```

In a calculation, the same check freezes the neighbours, moves one atom around a closed path and sums $F\cdot\Delta x$. Simpson's rule on each edge is exact for this cubic integrand; for a learned force, the path must be refined until quadrature error is negligible. A model that obtains its forces by differentiating a single-valued, continuously differentiable energy gives zero up to numerical error; jumps in the energy, for example at a hard cutoff, can spoil this.

## When an energy exists in three dimensions

Every $u\in\mathbb R^3$ has a nonzero orthogonal vector: $(-u_1,u_0,0)$ in Lean's indices, or $(1,0,0)$ if $u_0=u_1=0$.

```lean
/-- Every vector of three-dimensional space has a nonzero vector orthogonal to it. -/
lemma exists_orthogonal (u : EuclideanSpace ℝ (Fin 3)) :
    ∃ v : EuclideanSpace ℝ (Fin 3), v ≠ 0 ∧ ⟪u, v⟫_ℝ = 0 := by
  by_cases h : u 0 = 0 ∧ u 1 = 0
  · refine ⟨!₂[1, 0, 0], fun hv => ?_, ?_⟩
    · have h0 := congrArg (fun w : EuclideanSpace ℝ (Fin 3) => w 0) hv
      simp at h0
    · simp [PiLp.inner_apply, Fin.sum_univ_three, h.1]
  · refine ⟨!₂[-u 1, u 0, 0], fun hv => h ⟨?_, ?_⟩, ?_⟩
    · simpa using congrArg (fun w : EuclideanSpace ℝ (Fin 3) => w 1) hv
    · simpa using congrArg (fun w : EuclideanSpace ℝ (Fin 3) => w 0) hv
    · simp [PiLp.inner_apply, Fin.sum_univ_three]
      ring
```

If $a\ne b$, choose such a $v$ for $u=b-a$. The loop work $-\|b-a\|^2\|v\|^2$ is strictly negative, which contradicts the existence of an energy. If $a=b$, take
$$U(x)=-\tfrac14\|x-a\|^4,\qquad -\nabla U=\|x-a\|^2(x-a)=F.$$
The two branches of the proof are these two arguments; the second differentiates $U$ by the product rule.

```lean
/-- In three dimensions the force is minus the gradient of an energy if and only if the
two reference atoms coincide. -/
theorem pairForce_conservative_iff (a b : EuclideanSpace ℝ (Fin 3)) :
    IsConservative (fun x => pairForce x a b) ↔ a = b := by
  constructor
  · intro hc
    by_contra hab
    obtain ⟨v, hv, huv⟩ := exists_orthogonal (b - a)
    have hF : Continuous (fun x => pairForce x a b) := by
      unfold pairForce
      fun_prop
    -- the rectangle with sides b - a and v has nonzero work
    have hw := loopWork_pairForce huv a
    rw [add_sub_cancel, loopWork_eq_zero hF hc] at hw
    have h1 : 0 < ‖b - a‖ := norm_pos_iff.mpr (sub_ne_zero.mpr (Ne.symm hab))
    have h2 : 0 < ‖v‖ := norm_pos_iff.mpr hv
    have h3 : 0 < ‖b - a‖ ^ 2 * ‖v‖ ^ 2 := by positivity
    linarith
  · rintro rfl
    -- the energy is -‖x - a‖⁴ / 4
    refine ⟨fun x => (-1 / 4) * (‖x - a‖ ^ 2 * ‖x - a‖ ^ 2), fun x => ?_⟩
    have h := ((hasFDerivAt_id (𝕜 := ℝ) x).sub_const a).norm_sq
    rw [hasGradientAt_iff_hasFDerivAt]
    refine ((h.mul h).const_mul (-1 / 4)).congr_fderiv ?_
    refine ContinuousLinearMap.ext fun y => ?_
    simp [pairForce]
    ring

end

end EquivariantNonconservativeForce
```

```lean
#print axioms EquivariantNonconservativeForce.pairForce_equivariant
#print axioms EquivariantNonconservativeForce.loopWork_pairForce
#print axioms EquivariantNonconservativeForce.unit_square_work
#print axioms EquivariantNonconservativeForce.pairForce_conservative_iff
```

```
'EquivariantNonconservativeForce.pairForce_equivariant' depends on axioms: [propext, Classical.choice, Quot.sound]
'EquivariantNonconservativeForce.loopWork_pairForce' depends on axioms: [propext, Classical.choice, Quot.sound]
'EquivariantNonconservativeForce.unit_square_work' depends on axioms: [propext, Classical.choice, Quot.sound]
'EquivariantNonconservativeForce.pairForce_conservative_iff' depends on axioms: [propext, Classical.choice, Quot.sound]
```
